# A polynomial in the operator of a finite real matrix acts as that polynomial in the matrix

An operator on a finite-dimensional real state space can be given by a square real matrix `A`, acting on vectors by matrix multiplication. The lemma says that applying a real polynomial `q` of this operator to a vector `v` gives the same result as first forming the matrix `q(A)` and then multiplying the components of `v` by it. The matrix need not be symmetric, and `v` is arbitrary, with no normalisation assumed. The proof is by induction on the polynomial: it treats constants, then sums, then the step from a monomial of degree `k` to one of degree `k + 1`.

The failing Lean file:

```lean
import Mathlib

open Polynomial

namespace AevalToEuclideanLin

variable {n : Type*} [Fintype n] [DecidableEq n]

/-- A polynomial of the operator defined by a real matrix acts as the same polynomial of the
matrix. -/
theorem aeval_toEuclideanLin (A : Matrix n n ℝ) (q : ℝ[X]) (v : EuclideanSpace ℝ n) :
    aeval (Matrix.toEuclideanLin A : Module.End ℝ (EuclideanSpace ℝ n)) q v =
      WithLp.toLp 2 ((aeval A q).mulVec v.ofLp) := by
  induction q using Polynomial.induction_on generalizing v with
  | C a => simp [Algebra.algebraMap_eq_smul_one, Matrix.smul_mulVec]
  | add p q hp hq =>
    rw [map_add, LinearMap.add_apply, hp, hq, map_add, Matrix.add_mulVec, WithLp.toLp_add]
  | monomial k a ih =>
    rw [pow_succ, ← mul_assoc, map_mul, aeval_X, Module.End.mul_apply, ih, map_mul, aeval_X,
      ← Matrix.mulVec_mulVec]
    rfl

end AevalToEuclideanLin
```

Lean reports:

```
Main.lean:19:84: error: Tactic `rewrite` failed: Did not find an occurrence of the pattern
  (aeval ?x) X
in the target expression
  WithLp.toLp 2 (((aeval A) (C a) * (aeval A) (X ^ k)).mulVec ((Matrix.toEuclideanLin A) v).ofLp) =
    WithLp.toLp 2 (((aeval A) (C a * X ^ k * X)).mulVec v.ofLp)

case monomial
n : Type u_1
inst✝¹ : Fintype n
inst✝ : DecidableEq n
A : Matrix n n ℝ
k : ℕ
a : ℝ
ih :
  ∀ (v : EuclideanSpace ℝ n),
    ((aeval (Matrix.toEuclideanLin A)) (C a * X ^ k)) v = WithLp.toLp 2 (((aeval A) (C a * X ^ k)).mulVec v.ofLp)
v : EuclideanSpace ℝ n
⊢ WithLp.toLp 2 (((aeval A) (C a) * (aeval A) (X ^ k)).mulVec ((Matrix.toEuclideanLin A) v).ofLp) =
    WithLp.toLp 2 (((aeval A) (C a * X ^ k * X)).mulVec v.ofLp)
```

Cause. The error says that the second `aeval_X` found no polynomial evaluation at the bare variable `X` to rewrite. The cause is the `map_mul` just before it. After `ih`, the goal contains two evaluated products: `C a * X ^ k` on the left and `C a * X ^ k * X` on the right. Without arguments, `map_mul` took the left one and split it into `(aeval A) (C a) * (aeval A) (X ^ k)`. The right one stayed whole, so `(aeval A) X` never appeared.

The repair gives `map_mul` its arguments, `(aeval A) (C a * X ^ k) X`, so that it can match only the product on the right. This produces the factor `(aeval A) X`, which `aeval_X` turns into `A`. Then `← Matrix.mulVec_mulVec` rewrites the action of the matrix product as two successive multiplications, and the unchanged `rfl` closes the goal. The new line break is mere layout.

Fix (accepted with no message):

```diff
@@ -17,6 +17,6 @@
     rw [map_add, LinearMap.add_apply, hp, hq, map_add, Matrix.add_mulVec, WithLp.toLp_add]
   | monomial k a ih =>
-    rw [pow_succ, ← mul_assoc, map_mul, aeval_X, Module.End.mul_apply, ih, map_mul, aeval_X,
-      ← Matrix.mulVec_mulVec]
+    rw [pow_succ, ← mul_assoc, map_mul, aeval_X, Module.End.mul_apply, ih,
+      map_mul (aeval A) (C a * X ^ k) X, aeval_X, ← Matrix.mulVec_mulVec]
     rfl
 
```
